# A Slater determinant with fixed spin labels vanishes if the up counts differ, and is otherwise an up determinant times a down determinant, up to sign

## Can spin labels alone force the determinant to zero?

Suppose I evaluate a two-electron Slater determinant with both electrons labelled spin up, but with one up orbital and one down orbital. I get zero. If I don't see that the labels are the cause, I can go on moving the electrons or changing the spatial parts of the orbitals without ever getting anything else, and any ratio with this determinant in the denominator is undefined.

The general claim, as I understand it, is this. Take as many electrons as spin orbitals, and let \(A_{ij}=\phi_j(r_i)\) when the spin \(s_i\) of electron \(i\) equals the spin \(\sigma_j\) of orbital \(j\), and \(A_{ij}=0\) otherwise. If the numbers of up electrons and up orbitals differ, \(\det A=0\). If they agree and the up labels come first in both lists, \(\det A=\det A_\uparrow\,\det A_\downarrow\). I would like to see this made rigorous and checked by machine, including what happens to the sign when the labels come in some other order.

## Count the spins, then split the matrix

Both claims hold, and the counting condition is sharp when the electrons sit at distinct points. In another ordering, the product acquires the sign of a permutation. Here is the argument by hand.

**Unequal counts.** Let \(N\) be the number of electrons. The Leibniz expansion is

\[
\det A=\sum_{\pi}\operatorname{sgn}(\pi)\prod_{j}A_{\pi(j)\,j},
\]

where the permutation \(\pi\) assigns electron \(\pi(j)\) to orbital \(j\). If \(s_{\pi(j)}=\sigma_j\) for every \(j\), then \(\pi\) maps the up orbitals one-to-one onto the up electrons, so their numbers agree. When the numbers differ, every \(\pi\) therefore has some \(j\) with \(s_{\pi(j)}\neq\sigma_j\). The factor \(A_{\pi(j)\,j}\) is zero, every term vanishes, and \(\det A=0\).

**Equal counts.** The down counts are \(N\) minus the up counts, so they agree as well. Match up orbitals with up electrons and down orbitals with down electrons; together the two matchings form a permutation \(\pi\) with \(s_{\pi(j)}=\sigma_j\) for all \(j\). If the positions are distinct, choose orbitals localised on the matched electrons:

\[
\phi_j(x)=\begin{cases}1,&x=r_{\pi(j)},\\0,&\text{otherwise.}\end{cases}
\]

For \(i=\pi(j)\) the spins match and \(A_{ij}=1\). For \(i\neq\pi(j)\) the positions differ and \(A_{ij}=0\). This is a permutation matrix with determinant \(\operatorname{sgn}(\pi)=\pm1\), which is not zero. Equal counts thus allow a nonzero determinant, though particular orbitals may still give zero.

**Block ordering.** Let the up counts agree, with the up labels first for both electrons and orbitals. Entries between opposite spins vanish, and the diagonal blocks are square:

\[
A=\begin{pmatrix}A_\uparrow&0\\0&A_\downarrow\end{pmatrix}.
\]

Only permutations that keep each block to itself contribute. Each of these is a pair \((\pi_\uparrow,\pi_\downarrow)\), its sign is the product of the two signs, and the double sum factorises into \(\det A_\uparrow\,\det A_\downarrow\).

**Any other ordering.** Let \(e(k)\) list the electrons and \(f(k)\) the orbitals, each with spin up first. If the up counts agree, the matrix \(B_{kl}=A_{e(k)\,f(l)}\) is then in block form. Here \(A_\uparrow\) and \(A_\downarrow\) denote the diagonal blocks of \(B\), so their rows follow the order of the list \(e\) and their columns that of \(f\). Put \(\tau=f\circ e^{-1}\), so that \(\tau(e(l))=f(l)\), and permute the columns of \(A\) to get \(A'_{ij}=A_{i\,\tau(j)}\). This gives \(\det A'=\operatorname{sgn}(\tau)\det A\). Since \(B_{kl}=A'_{e(k)\,e(l)}\), the matrix \(B\) is \(A'\) with rows and columns relabelled in the same way, and \(\det B=\det A'\). The sign squares to one, hence

\[
\det A=\operatorname{sgn}(\tau)\,\det B=\operatorname{sgn}(\tau)\,\det A_\uparrow\,\det A_\downarrow .
\]

For two electrons with spins (up, down) and orbitals with spins (down, up), \(\tau\) is the swap and \(\det A=-\phi_2(r_1)\,\phi_1(r_2)\). The bare product without a sign would be wrong here.

All these determinants are unnormalised. For orthonormal spin orbitals the wave function is \(\Psi=\det A/\sqrt{N!}\). If \(\Psi_\uparrow\) and \(\Psi_\downarrow\) are normalised in the same way for \(N_\uparrow\) and \(N_\downarrow\) electrons, block ordering gives

\[
\Psi=\sqrt{\frac{N_\uparrow!\,N_\downarrow!}{N!}}\;\Psi_\uparrow\Psi_\downarrow .
\]

The complete Lean file follows.

```lean
import Mathlib

open Finset

namespace SpinSlaterDeterminant

/-- The two spin projections of an electron. -/
inductive Spin
  | up
  | down
  deriving DecidableEq

/-- The number of labels (electrons or orbitals) that carry spin `c`. -/
def spinCount {n : Type*} [Fintype n] (s : n → Spin) (c : Spin) : ℕ :=
  (univ.filter (fun i => s i = c)).card

/-- The matrix of spatial orbitals `φ j` evaluated at the positions `r i`. -/
def orbitalMatrix {m X K : Type*} (φ : m → X → K) (r : m → X) : Matrix m m K :=
  Matrix.of fun i j => φ j (r i)

/-- The Slater matrix of spin orbitals: the entry is `φ j (r i)` if electron `i` and
orbital `j` have the same spin, and zero otherwise. -/
def spinSlater {n X K : Type*} [Zero K] (φ : n → X → K) (r : n → X)
    (s σ : n → Spin) : Matrix n n K :=
  Matrix.of fun i j => if s i = σ j then φ j (r i) else 0

/-- Block ordering: the labels in `u` have spin up and those in `d` have spin down. -/
def blockSpin {u d : Type*} : u ⊕ d → Spin :=
  Sum.elim (fun _ => Spin.up) (fun _ => Spin.down)

/-- The numbers of up and down labels add up to the total number of labels. -/
theorem spinCount_up_add_down {n : Type*} [Fintype n] (s : n → Spin) :
    spinCount s Spin.up + spinCount s Spin.down = Fintype.card n := by
  have h : ∀ i, ((if s i = Spin.up then 1 else 0) +
      (if s i = Spin.down then 1 else 0) : ℕ) = 1 := by
    intro i
    cases s i <;> simp
  unfold spinCount
  rw [Finset.card_filter, Finset.card_filter, ← Finset.sum_add_distrib,
    Finset.sum_congr rfl (fun i _ => h i)]
  simp

/-- The numbers of up electrons and up orbitals agree exactly when the orbitals can be
assigned one-to-one to electrons of the same spin. -/
theorem spinCount_eq_iff_matching {n : Type*} [Fintype n] (s σ : n → Spin) :
    spinCount s Spin.up = spinCount σ Spin.up ↔
      ∃ π : Equiv.Perm n, ∀ j, s (π j) = σ j := by
  constructor
  · intro h
    have hs := spinCount_up_add_down s
    have hσ := spinCount_up_add_down σ
    have hc : ∀ c, spinCount σ c = spinCount s c := by
      intro c
      cases c <;> omega
    -- match the orbitals and electrons of each spin separately, then glue
    have e : ∀ c, {j // σ j = c} ≃ {i // s i = c} := fun c =>
      Fintype.equivOfCardEq (by
        rw [Fintype.card_subtype, Fintype.card_subtype]
        exact hc c)
    exact ⟨Equiv.ofFiberEquiv e, fun j => Equiv.ofFiberEquiv_map e j⟩
  · rintro ⟨π, h⟩
    simp only [spinCount, Finset.card_filter]
    exact (Equiv.sum_comp π (fun i => (if s i = Spin.up then 1 else 0 : ℕ))).symm.trans
      (Finset.sum_congr rfl fun j _ => by simp only [h j])

variable {n u d X K : Type*} [Fintype n] [DecidableEq n] [Fintype u] [DecidableEq u]
  [Fintype d] [DecidableEq d] [CommRing K]

/-- If the numbers of up electrons and up orbitals differ, the Slater determinant
vanishes. -/
theorem det_eq_zero_of_spinCount_ne (φ : n → X → K) (r : n → X) (s σ : n → Spin)
    (hne : spinCount s Spin.up ≠ spinCount σ Spin.up) :
    (spinSlater φ r s σ).det = 0 := by
  rw [Matrix.det_apply]
  refine Finset.sum_eq_zero fun π _ => ?_
  -- each permutation pairs some orbital with an electron of the wrong spin
  have hex : ∃ j, ¬ s (π j) = σ j := by
    by_contra h
    exact hne ((spinCount_eq_iff_matching s σ).2
      ⟨π, fun j => Classical.byContradiction fun hj => h ⟨j, hj⟩⟩)
  obtain ⟨j, hj⟩ := hex
  have h0 : ∏ i, spinSlater φ r s σ (π i) i = 0 :=
    Finset.prod_eq_zero (Finset.mem_univ j) (by simp [spinSlater, hj])
  rw [h0, smul_zero]

/-- For electrons at distinct positions, some choice of spatial orbitals gives a nonzero
Slater determinant exactly when the numbers of up electrons and up orbitals agree. -/
theorem exists_det_ne_zero_iff [Nontrivial K] (r : n → X) (hr : Function.Injective r)
    (s σ : n → Spin) :
    (∃ φ : n → X → K, (spinSlater φ r s σ).det ≠ 0) ↔
      spinCount s Spin.up = spinCount σ Spin.up := by
  classical
  constructor
  · rintro ⟨φ, hφ⟩
    by_contra hne
    exact hφ (det_eq_zero_of_spinCount_ne φ r s σ hne)
  · intro h
    obtain ⟨π, hπ⟩ := (spinCount_eq_iff_matching s σ).1 h
    -- orbital `j` is localised at the position of its matched electron
    refine ⟨fun j x => if x = r (π j) then 1 else 0, ?_⟩
    have hA : spinSlater (fun j x => if x = r (π j) then (1 : K) else 0) r s σ =
        (1 : Matrix n n K).submatrix id π := by
      ext i j
      by_cases hij : i = π j
      · subst hij
        simp [spinSlater, hπ j, Matrix.one_apply]
      · have hrij : r i ≠ r (π j) := fun h' => hij (hr h')
        simp [spinSlater, hrij, hij]
    rw [hA, Matrix.det_permute' π, Matrix.det_one, mul_one]
    rcases Int.units_eq_one_or (Equiv.Perm.sign π) with h' | h' <;> simp [h']

/-- In block ordering the Slater determinant is the product of the determinant of the up
electrons and the determinant of the down electrons. -/
theorem det_block_ordering (φ : u ⊕ d → X → K) (r : u ⊕ d → X) :
    (spinSlater φ r blockSpin blockSpin).det =
      (orbitalMatrix (φ ∘ Sum.inl) (r ∘ Sum.inl)).det *
        (orbitalMatrix (φ ∘ Sum.inr) (r ∘ Sum.inr)).det := by
  -- entries between opposite spins vanish
  have hA : spinSlater φ r blockSpin blockSpin =
      Matrix.fromBlocks (orbitalMatrix (φ ∘ Sum.inl) (r ∘ Sum.inl)) 0 0
        (orbitalMatrix (φ ∘ Sum.inr) (r ∘ Sum.inr)) := by
    ext i j
    rcases i with i | i <;> rcases j with j | j <;>
      simp [spinSlater, orbitalMatrix, blockSpin]
  rw [hA, Matrix.det_fromBlocks_zero₂₁]

/-- In any ordering, if `e` lists the electrons and `f` the orbitals with spin up first,
the Slater determinant is the product of the up and down determinants times the sign of
the permutation that relates the two lists. -/
theorem det_any_ordering (φ : n → X → K) (r : n → X) (s σ : n → Spin)
    (e f : u ⊕ d ≃ n) (he : ∀ k, s (e k) = blockSpin k)
    (hf : ∀ k, σ (f k) = blockSpin k) :
    (spinSlater φ r s σ).det =
      ((Equiv.Perm.sign (e.symm.trans f) : ℤ) : K) *
        ((orbitalMatrix ((φ ∘ f) ∘ Sum.inl) ((r ∘ e) ∘ Sum.inl)).det *
          (orbitalMatrix ((φ ∘ f) ∘ Sum.inr) ((r ∘ e) ∘ Sum.inr)).det) := by
  have h1 : ((spinSlater φ r s σ).submatrix id (e.symm.trans f)).submatrix e e =
      spinSlater (φ ∘ f) (r ∘ e) blockSpin blockSpin := by
    ext i j
    simp [spinSlater, he, hf]
  -- relabelling rows and columns together leaves the determinant unchanged
  have h2 := Matrix.det_submatrix_equiv_self e
    ((spinSlater φ r s σ).submatrix id (e.symm.trans f))
  rw [h1, det_block_ordering, Matrix.det_permute' (e.symm.trans f)] at h2
  rw [h2]
  rcases Int.units_eq_one_or (Equiv.Perm.sign (e.symm.trans f)) with h | h <;>
    rw [h] <;> simp

end SpinSlaterDeterminant
```

```lean
#print axioms SpinSlaterDeterminant.det_eq_zero_of_spinCount_ne
-- 'SpinSlaterDeterminant.det_eq_zero_of_spinCount_ne' depends on axioms: [propext, Classical.choice, Quot.sound]
#print axioms SpinSlaterDeterminant.exists_det_ne_zero_iff
-- 'SpinSlaterDeterminant.exists_det_ne_zero_iff' depends on axioms: [propext, Classical.choice, Quot.sound]
#print axioms SpinSlaterDeterminant.det_any_ordering
-- 'SpinSlaterDeterminant.det_any_ordering' depends on axioms: [propext, Classical.choice, Quot.sound]
```

## How the Lean objects describe electrons and orbitals

`Spin` has two values, the projections along one fixed axis. The finite type `n` labels both electrons and orbitals, which makes the matrix square. The functions `s` and `σ` give the spin of each electron and each orbital, and `spinCount s Spin.up` is the number of up electrons.

Positions `r i` lie in an arbitrary type `X`, and orbitals are functions `X → K`. For the determinant theorems `K` is a commutative ring, which includes every field and in particular the real and complex numbers. `spinSlater φ r s σ` is the matrix \(A\), with electrons as rows and orbitals as columns; `orbitalMatrix` has the same entries without the spin test.

The theorems say the following.

- `det_eq_zero_of_spinCount_ne`: if the up counts of `s` and `σ` differ, the determinant is zero for all orbitals and all positions.
- `exists_det_ne_zero_iff`: if `r` is injective and `K` is nontrivial (meaning \(0\neq1\)), some choice of `φ` gives a nonzero determinant exactly when the up counts agree.
- `det_block_ordering`: if electrons and orbitals are both labelled by `u ⊕ d`, with `u` up and `d` down, the determinant is the product of the two spatial determinants. Equal counts need no separate hypothesis, because the same `u` labels the up electrons and the up orbitals.
- `det_any_ordering`: if `e` and `f` list electrons and orbitals with the up labels first, as `he` and `hf` require, the same product appears with the sign of `e.symm.trans f`, which is \(\tau\).

Injectivity of `r` says that no two electrons occupy the same point. Without it the criterion can fail: put two up electrons at one point and take two up orbitals. The counts agree, but the two rows of \(A\) are equal, so the determinant is zero for every choice of orbitals. This vanishing is one consequence of the antisymmetry that the Pauli principle requires of electrons.

The smallest cases fit too. If there are no down labels, \(\det A_\downarrow\) is the determinant of an empty matrix, which is 1, and \(\det A=\det A_\uparrow\). A single up electron with a single down orbital gives the matrix \((0)\), and the counts 1 and 0 indeed differ.

The model is one determinant at fixed spin labels, built from orbitals that are each purely up or purely down. Orbitals that mix the two spins, as spin–orbit coupling can produce, do not fit it, and neither do sums of several determinants. Nothing requires the orbitals to be smooth, orthogonal or normalised, and the localised orbitals above are indicator functions chosen for their values at the electron positions. In continuous space they are not physical orbitals, since they vanish almost everywhere and cannot be normalised; smooth bumps with value 1 at the same points, narrow enough to miss the other electrons, give the same matrix.

For a single determinant of such pure-spin orbitals, with equal up counts and both spins present, a simulation that keeps the spin labels fixed can evaluate two smaller determinants in place of one large one.

## How the proof follows the counting argument

`spinCount_up_add_down` writes each count as a sum of zeros and ones. Every label contributes exactly one to the combined sum, so the total is the number of labels.

`spinCount_eq_iff_matching` turns equal counts into a spin-preserving permutation and back. In the forward direction, `omega` derives equality of the down counts from equality of the up counts and the two totals. `Fintype.equivOfCardEq` then matches orbitals and electrons within each spin, and `Equiv.ofFiberEquiv` joins the two matchings into one permutation. In the backward direction, `Equiv.sum_comp` re-indexes the count of up electrons along the given permutation, which makes it the count of up orbitals.

`det_eq_zero_of_spinCount_ne` opens the Leibniz expansion with `Matrix.det_apply` and shows that each term is zero. If a permutation matched every spin, the backward direction of the previous lemma would make the counts equal, against the hypothesis. So some orbital `j` is paired with an electron of the wrong spin, and `Finset.prod_eq_zero` uses that one zero factor to remove the whole product.

In `exists_det_ne_zero_iff`, one direction is the vanishing theorem read backwards. The other takes the matching permutation `π` and the localised orbitals. The step `hA` identifies the Slater matrix with the identity matrix whose columns are permuted by `π`; the case `i = π j` uses the matching of spins, and the other case uses injectivity of `r`. `Matrix.det_permute'` gives the sign of `π`, and a split into its two possible values shows that the result is nonzero.

For `det_block_ordering`, the step `hA` compares entries in the four combinations of up and down labels and finds a block-diagonal matrix. `Matrix.det_fromBlocks_zero₂₁` then supplies the product, in place of the factorised double sum.

`det_any_ordering` follows the relabelling by hand. The step `h1` is the identity \(A'_{e(k)\,e(l)}=B_{kl}\), and `h2` says that relabelling rows and columns together by `e` leaves the determinant unchanged. Rewriting `h2` with the block theorem and `Matrix.det_permute'` gives \(\det A_\uparrow\,\det A_\downarrow=\operatorname{sgn}(\tau)\det A\). The final split into sign \(+1\) and sign \(-1\) moves the sign to the other side.
